# The double Legendre-Fenchel transform recovers a continuous function wherever it has a supporting line

For a real function `F`, continuous on the interval [a,b], the Legendre-Fenchel transform at a slope s is taken here as the supremum of s y − F(y) over y in [a,b]. The double transform at a point x is the supremum, over all real slopes s, of s x minus the transform at s. The lemma takes a point x of [a,b] at which some line of slope p touches the graph of `F` and lies nowhere above it on [a,b]. It states that the double transform at x is then exactly F(x); `F` need not be convex. The proof bounds the double transform above by F(x) with the Fenchel-Young inequality, then uses the supporting line to show that the slope p already gives a value of at least F(x) in the supremum.

In Lean, a first try:

```lean
import Mathlib

open Set

namespace BiconjugateEqOfSupportingLine

noncomputable section

/-- The Legendre-Fenchel transform of `F` on the interval `[a,b]`: the supremum of
`s x - F x` over `x` in `[a,b]`, for `F` continuous on `[a,b]` and `a ≤ b`. -/
def conjugate (a b : ℝ) (F : ℝ → ℝ) (s : ℝ) : ℝ :=
  sSup ((fun x => s * x - F x) '' Icc a b)

/-- The double Legendre-Fenchel transform at a point `x` of `[a,b]`: the supremum of
`s x - F* s` over all real slopes `s`, for `F` continuous on `[a,b]`. -/
def biconjugate (a b : ℝ) (F : ℝ → ℝ) (x : ℝ) : ℝ :=
  ⨆ s : ℝ, (s * x - conjugate a b F s)

variable {a b x y K : ℝ} {f F F' : ℝ → ℝ}

/-- Fenchel-Young inequality: for `F` continuous on `[a,b]` and `x` in `[a,b]`,
`s x - F x` is at most the transform of `F` at `s`. -/
theorem fenchel_young (hF : ContinuousOn F (Icc a b)) (hx : x ∈ Icc a b) (s : ℝ) :
    s * x - F x ≤ conjugate a b F s := by
  have h : ContinuousOn (fun y => s * y - F y) (Icc a b) :=
    (by fun_prop : ContinuousOn (fun y : ℝ => s * y) (Icc a b)).sub hF
  exact le_csSup (isCompact_Icc.bddAbove_image h) ⟨x, hx, rfl⟩

/-- If a continuous `F` on `[a,b]` has a supporting line of slope `p` at a point `x` of
`[a,b]`, then the double transform returns the value `F x`. -/
theorem biconjugate_eq_of_supporting_line (hF : ContinuousOn F (Icc a b))
    (hx : x ∈ Icc a b) (p : ℝ) (hp : ∀ y ∈ Icc a b, F x + p * (y - x) ≤ F y) :
    biconjugate a b F x = F x := by
  have hub : ∀ s : ℝ, s * x - conjugate a b F s ≤ F x := fun s => by
    linarith [fenchel_young hF hx s]
  -- the supporting line evaluates the transform at its own slope
  have hle : conjugate a b F p ≤ p * x - F x := by
    refine csSup_le ⟨_, x, hx, rfl⟩ ?_
    rintro _ ⟨y, hy, rfl⟩
    have := hp y hy
    dsimp only
    linarith
  unfold biconjugate
  refine le_antisymm (ciSup_le hub) ?_
  have hb : BddAbove (range fun s : ℝ => s * x - conjugate a b F s) :=
    ⟨F x, by rintro _ ⟨s, rfl⟩; exact hub s⟩
  have := le_ciSup hb p
  dsimp only at this
  linarith

end

end BiconjugateEqOfSupportingLine
```

Messages:

```
Main.lean:48:2: error: `dsimp` made no progress
```

The mended proof, as a diff:

```diff
@@ -45,6 +45,6 @@
   have hb : BddAbove (range fun s : ℝ => s * x - conjugate a b F s) :=
     ⟨F x, by rintro _ ⟨s, rfl⟩; exact hub s⟩
-  have := le_ciSup hb p
-  dsimp only at this
+  have hs : p * x - conjugate a b F p ≤ ⨆ s : ℝ, (s * x - conjugate a b F s) :=
+    le_ciSup hb p
   linarith
 
```

Cause. The one error, `dsimp` made no progress, falls on `dsimp only at this`, near the end of the proof. The line before it applies `le_ciSup`, which says that a member of a family bounded above is at most the family's supremum. Here the family is a function of the slope `s`, and the author of such a step might expect the result to contain that function still applied to `p`, with `dsimp only` needed to evaluate it. But Lean had already carried out this evaluation when it filled in the family from `hb`, so `this` already had `p * x - conjugate a b F p` on its left side. `dsimp only` found nothing to simplify, and it counts that as an error.

The repair removes the `dsimp only` call, which cures the error. It also writes out the inequality as the type of `hs`, so that the form `linarith` needs is visible in the code. The stated type and the new name are tidying, since the inequality already had that form.
